# The derivative of the angle arcsin(√(1+c) y / √(1+c y²)) for c > −1 and y² < 1

The theorem `hasDerivAt_angle` says that, for real c > −1 and y² < 1, the angle arcsin(√(1+c) y / √(1+c y²)) has derivative √(1+c) / ((1+c y²) √(1−y²)) with respect to y. This is a statement of real calculus about an angle; it assumes no particular physical system, and c and y are plain real numbers. The proof first shows that the squared cosine of the angle is (1−y²)/(1+c y²), which is positive. It then differentiates the argument of the arcsine by the quotient rule, applies the chain rule, and leaves the final comparison of the two forms of the derivative to `field_simp`.

This version doesn't compile in Lean 4 with Mathlib:

```lean
import Mathlib

open Real Set

namespace HasDerivAtAngle

noncomputable section

/-- For `c > -1` the denominator `1 + c y²` is positive whenever `y² ≤ 1`. -/
theorem denom_pos {c y : ℝ} (hc : -1 < c) (hy : y ^ 2 ≤ 1) : 0 < 1 + c * y ^ 2 := by
  rcases le_total 0 c with h | h
  · positivity
  · nlinarith [mul_nonneg (neg_nonneg.2 h) (sub_nonneg.2 hy)]

/-- For `c > -1` and `y² < 1`, the angle `arcsin(√(1+c) y / √(1 + c y²))` has derivative
`√(1+c) / ((1 + c y²) √(1 - y²))`. -/
theorem hasDerivAt_angle {c y : ℝ} (hc : -1 < c) (hy : y ^ 2 < 1) :
    HasDerivAt (fun z : ℝ => Real.arcsin (√(1 + c) * z / √(1 + c * z ^ 2)))
      (√(1 + c) / ((1 + c * y ^ 2) * √(1 - y ^ 2))) y := by
  have hD : 0 < 1 + c * y ^ 2 := denom_pos hc hy.le
  have hR : 0 < 1 - y ^ 2 := by linarith
  have hr : 0 < √(1 - y ^ 2) := Real.sqrt_pos.2 hR
  have hq : 0 < √(1 + c * y ^ 2) := Real.sqrt_pos.2 hD
  have hq2 : √(1 + c * y ^ 2) ^ 2 = 1 + c * y ^ 2 := Real.sq_sqrt hD.le
  have hs2 : √(1 + c) ^ 2 = 1 + c := Real.sq_sqrt (by linarith)
  -- the squared cosine of the angle
  have hu : 1 - (√(1 + c) * y / √(1 + c * y ^ 2)) ^ 2 = (1 - y ^ 2) / (1 + c * y ^ 2) := by
    rw [div_pow, mul_pow, hs2, hq2, eq_div_iff hD.ne', sub_mul, div_mul_cancel₀ _ hD.ne']
    ring
  have hup : 0 < 1 - (√(1 + c) * y / √(1 + c * y ^ 2)) ^ 2 := by
    rw [hu]
    exact div_pos hR hD
  have h1 : HasDerivAt (fun z : ℝ => 1 + c * z ^ 2) (2 * c * y) y :=
    ((((hasDerivAt_id' y).fun_pow 2).const_mul c).const_add 1).congr_deriv (by norm_num; ring)
  have h3 : HasDerivAt (fun z : ℝ => √(1 + c) * z / √(1 + c * z ^ 2))
      ((√(1 + c) * 1 * √(1 + c * y ^ 2)
        - √(1 + c) * y * (2 * c * y / (2 * √(1 + c * y ^ 2)))) / √(1 + c * y ^ 2) ^ 2) y :=
    ((hasDerivAt_id' y).const_mul (√(1 + c))).fun_div (h1.sqrt hD.ne') hq.ne'
  have hnum : √(1 + c) * 1 * √(1 + c * y ^ 2)
      - √(1 + c) * y * (2 * c * y / (2 * √(1 + c * y ^ 2))) = √(1 + c) / √(1 + c * y ^ 2) := by
    rw [eq_div_iff hq.ne']
    have h : 2 * c * y / (2 * √(1 + c * y ^ 2)) * √(1 + c * y ^ 2) = c * y := by
      field_simp
    linear_combination √(1 + c) * hq2 - √(1 + c) * y * h
  rw [hnum, hq2] at h3
  have h4 := (Real.hasDerivAt_arcsin (fun h => by rw [h] at hup; norm_num at hup)
    (fun h => by rw [h] at hup; norm_num at hup)).comp y h3
  refine h4.congr_deriv ?_
  rw [hu, Real.sqrt_div hR.le]
  field_simp

end

end HasDerivAtAngle
```

Lean reports:

```
Main.lean:19:57: error: unsolved goals
c y : ℝ
hc : -1 < c
hy : y ^ 2 < 1
hD : 0 < 1 + c * y ^ 2
hR : 0 < 1 - y ^ 2
hr : 0 < √(1 - y ^ 2)
hq : 0 < √(1 + c * y ^ 2)
hq2 : √(1 + c * y ^ 2) ^ 2 = 1 + c * y ^ 2
hs2 : √(1 + c) ^ 2 = 1 + c
hu : 1 - (√(1 + c) * y / √(1 + c * y ^ 2)) ^ 2 = (1 - y ^ 2) / (1 + c * y ^ 2)
hup : 0 < 1 - (√(1 + c) * y / √(1 + c * y ^ 2)) ^ 2
h1 : HasDerivAt (fun z => 1 + c * z ^ 2) (2 * c * y) y
h3 : HasDerivAt (fun z => √(1 + c) * z / √(1 + c * z ^ 2)) (√(1 + c) / √(1 + c * y ^ 2) / (1 + c * y ^ 2)) y
hnum :
  √(1 + c) * 1 * √(1 + c * y ^ 2) - √(1 + c) * y * (2 * c * y / (2 * √(1 + c * y ^ 2))) = √(1 + c) / √(1 + c * y ^ 2)
h4 :
  HasDerivAt (arcsin ∘ fun z => √(1 + c) * z / √(1 + c * z ^ 2))
    (1 / √(1 - (√(1 + c) * y / √(1 + c * y ^ 2)) ^ 2) * (√(1 + c) / √(1 + c * y ^ 2) / (1 + c * y ^ 2))) y
⊢ √(1 + y ^ 2 * c) * √(1 + c) / ((1 + y ^ 2 * c) * √(1 + y ^ 2 * c)) = √(1 + c) / (1 + y ^ 2 * c)
```

Diagnosis. The message shows what is left after the last `field_simp`: a true equation in which the factor `√(1 + y ^ 2 * c)` still stands above and below the fraction bar. To cancel it, `field_simp` must know that it is not zero. The context has this fact as `hq`, but for `√(1 + c * y ^ 2)`. While normalising, `field_simp` has reordered the product under the root, so the hypothesis no longer matches the term. The same happens to `1 + c * y ^ 2` and `hD`.

The repair uses `generalize` to replace the root by a variable `q` and the denominator by a variable `D`, both in the goal and in their positivity hypotheses. A variable has no inside to reorder, so `hq` and `hD` still apply and `field_simp` closes the goal. The root is replaced first, while `1 + c * y ^ 2` is still visible inside it. Replacing `√(1 - y ^ 2)` by `r` treats the third factor alike, but the message shows no need for it: that root had already cancelled.

The mended proof, as a diff:

```diff
@@ -48,4 +48,7 @@
   refine h4.congr_deriv ?_
   rw [hu, Real.sqrt_div hR.le]
+  generalize √(1 + c * y ^ 2) = q at hq ⊢
+  generalize √(1 - y ^ 2) = r at hr ⊢
+  generalize 1 + c * y ^ 2 = D at hD ⊢
   field_simp
 
```
